# Velocity Verlet for a harmonic oscillator released from rest: for wh < 2 the energy never exceeds its starting value and does not drift

A unit mass on a spring is pulled aside and released from rest, and I follow it with velocity Verlet. My step $h$ is deliberately coarse: with angular frequency $w$, I have $wh=1$. The energy drops to $13/16$ of its starting value after one step, stays there for the second, and is back at the starting value after the third. It never goes above that value. I would have expected errors of both signs that slowly pile up. Is this an accident of my step, and could a drift still appear in a longer run?

## The energy error follows the squared position

It is not an accident, and in exact arithmetic no drift will appear. Write $x=wh$, let $(q_n,p_n)$ be position and momentum after $n$ steps, and let $E_n=p_n^2/2+w^2q_n^2/2$. For $w,h>0$, $x<2$ and a start at rest with $E_0>0$,

$$\frac{E_n}{E_0}=1-\frac{x^2}{4}+\frac{x^2}{4}\left(\frac{q_n}{q_0}\right)^2,\qquad E_0\left(1-\frac{x^2}{4}\right)\le E_n\le E_0 .$$

To see this, combine the half kick, the drift and the second half kick into one map. With $c=1-x^2/2$ and $k=w^2(1-x^2/4)$,

$$q_{n+1}=c\,q_n+h\,p_n,\qquad p_{n+1}=c\,p_n-hk\,q_n .$$

In $p_{n+1}^2+k\,q_{n+1}^2$ the cross terms $\mp 2chk\,q_np_n$ cancel, which leaves $(c^2+h^2k)(p_n^2+k\,q_n^2)$. Since $c^2+h^2k=(1-x^2+x^4/4)+(x^2-x^4/4)=1$, the modified energy $\tilde E=p^2/2+k\,q^2/2$ is conserved. For $0<x<2$ it has the form of the energy of an oscillator with a softer spring, although the computed motion is not the motion of that oscillator.

The true energy is $E=\tilde E+w^2x^2q^2/8$, so for any start and any step length

$$E_n-E_0=\frac{w^2x^2}{8}\,(q_n^2-q_0^2).$$

From rest, $E_0=w^2q_0^2/2$, and dividing by it gives the ratio formula. Conservation of $\tilde E$ now reads $p_n^2+k\,q_n^2=k\,q_0^2$. The condition $x<2$ says that the softened spring still pulls back, $k>0$, so $q_n^2\le q_0^2$ and the error is never positive. The lower edge of the band follows from $q_n^2\ge0$.

**Your run.** Take $w=h=q_0=1$, so $c=1/2$, $k=3/4$ and $E_0=1/2$. The states are $(1,0)$, $(1/2,-3/4)$, $(-1/2,-3/4)$, $(-1,0)$, and the ratios $E_n/E_0$ are $1$, $13/16$, $13/16$, $1$. The first three average to $7/8=1-x^2/8$, the middle of the band.

**Why the start at rest matters.** With $w=h=1$, start instead at $(0,1)$. One step gives $(1,1/2)$, and the energy rises from $1/2$ to $5/8$. The sign of the error comes from starting at a turning point, where $q^2$ is largest.

## The summed deviation stays bounded

A band alone would still allow the energy to creep to one edge and stay there. To exclude that, define $B_n=w^2h\,p_n(h\,p_n-c\,q_n)$. The map gives $h\,p_{n+1}-c\,q_{n+1}=-(h^2k+c^2)q_n=-q_n$, hence

$$B_{n+1}-B_n=-w^2h\,q_n(c\,p_n-hk\,q_n)-B_n=w^2h^2(k\,q_n^2-p_n^2).$$

Expanding the energies gives the same expression for $4(4-x^2)E_n-16(1-x^2/8)\tilde E$. From rest $4\tilde E=(4-x^2)E_0$, so

$$B_{n+1}-B_n=4(4-x^2)\left[E_n-E_0\left(1-\frac{x^2}{8}\right)\right].$$

Summing over $n<N$, with $B_0=0$, leaves only $B_N$. Its first part is $x^2p_N^2\le4p_N^2\le8E_0$. Its second part has size at most $2E_0$, because $|c|\le1$, $x<2$ and $|p_N\,wq_N|\le E_N\le E_0$. Therefore

$$\left|\sum_{n<N}E_n-N E_0\left(1-\frac{x^2}{8}\right)\right|\le\frac{5E_0}{2(4-x^2)}$$

for every $N$. The running mean of the energy approaches the middle of the band at least as fast as a constant over $N$.

Two special steps complete the picture. Since $q_1=c\,q_0$, the first step changes the energy by $E_0x^4(x^2-4)/16$, which is positive when $x>2$. If $x^2=2$, then $c=0$, so $q_1=0$ and $q_2=-q_0$: the energy falls to $E_0/2$, the lower edge of the band, and then returns to $E_0$.

Here are the definitions and proofs in Lean.

```lean
import Mathlib

namespace VerletEnergyFluctuation

noncomputable section

/-- One velocity Verlet step (half kick, drift, half kick) of length `h` for the unit-mass
oscillator with force `-w² q`, acting on a state `(q, p)`. -/
def verletStep (w h : ℝ) (s : ℝ × ℝ) : ℝ × ℝ :=
  let pHalf := s.2 - h / 2 * (w ^ 2 * s.1)
  let q := s.1 + h * pHalf
  (q, pHalf - h / 2 * (w ^ 2 * q))

/-- The state after `n` velocity Verlet steps from the initial state `s`. -/
def traj (w h : ℝ) (s : ℝ × ℝ) : ℕ → ℝ × ℝ
  | 0 => s
  | n + 1 => verletStep w h (traj w h s n)

/-- The energy of the unit-mass oscillator, `p²/2 + w² q²/2`. -/
def energy (w : ℝ) (s : ℝ × ℝ) : ℝ := s.2 ^ 2 / 2 + w ^ 2 * s.1 ^ 2 / 2

/-- The modified energy, in which the spring constant is multiplied by the factor `1 - (w h)²/4`. -/
def modifiedEnergy (w h : ℝ) (s : ℝ × ℝ) : ℝ :=
  s.2 ^ 2 / 2 + w ^ 2 * (1 - (w * h) ^ 2 / 4) * s.1 ^ 2 / 2

/-- The modified energy keeps its initial value along every velocity Verlet trajectory. -/
theorem modifiedEnergy_traj (w h : ℝ) (s : ℝ × ℝ) (n : ℕ) :
    modifiedEnergy w h (traj w h s n) = modifiedEnergy w h s := by
  have step : ∀ t, modifiedEnergy w h (verletStep w h t) = modifiedEnergy w h t := by
    intro t
    simp only [modifiedEnergy, verletStep]
    ring
  induction n with
  | zero => rfl
  | succ n ih => rw [traj, step, ih]

/-- For any initial state and any step length, the energy error after `n` steps is
`w² (w h)²/8` times the change of the squared position. -/
theorem energy_error (w h : ℝ) (s : ℝ × ℝ) (n : ℕ) :
    energy w (traj w h s n) - energy w s
      = w ^ 2 * (w * h) ^ 2 / 8 * ((traj w h s n).1 ^ 2 - s.1 ^ 2) := by
  have H := modifiedEnergy_traj w h s n
  simp only [modifiedEnergy] at H
  simp only [energy]
  linear_combination H

/-- For `w, h > 0` and `w h < 2`, an oscillator released at rest never moves farther from the
origin than its starting point. -/
theorem position_sq_le {w h : ℝ} (hw : 0 < w) (hh : 0 < h) (hx : w * h < 2) (q₀ : ℝ) (n : ℕ) :
    (traj w h (q₀, 0) n).1 ^ 2 ≤ q₀ ^ 2 := by
  have H := modifiedEnergy_traj w h (q₀, 0) n
  simp only [modifiedEnergy] at H
  have hk : 0 < 1 - (w * h) ^ 2 / 4 := by nlinarith [mul_pos hw hh]
  have hc : 0 < w ^ 2 * (1 - (w * h) ^ 2 / 4) := mul_pos (pow_pos hw 2) hk
  -- the kinetic part of the modified energy is non-negative
  refine le_of_mul_le_mul_left ?_ hc
  linarith [sq_nonneg (traj w h (q₀, 0) n).2]

/-- Velocity Verlet with `w, h > 0` and `w h < 2`, started at rest with positive energy `E₀`:
at every step `E_n / E₀ = 1 - x²/4 + (x²/4) (q_n/q₀)²` with `x = w h`, and the energy stays
between `E₀ (1 - x²/4)` and `E₀`. -/
theorem energy_from_rest {w h q₀ : ℝ} (hw : 0 < w) (hh : 0 < h) (hx : w * h < 2)
    (hE : 0 < energy w (q₀, 0)) (n : ℕ) :
    energy w (traj w h (q₀, 0) n) / energy w (q₀, 0)
        = 1 - (w * h) ^ 2 / 4 + (w * h) ^ 2 / 4 * ((traj w h (q₀, 0) n).1 / q₀) ^ 2
      ∧ energy w (q₀, 0) * (1 - (w * h) ^ 2 / 4) ≤ energy w (traj w h (q₀, 0) n)
      ∧ energy w (traj w h (q₀, 0) n) ≤ energy w (q₀, 0) := by
  have e := energy_error w h (q₀, 0) n
  have hle := position_sq_le hw hh hx q₀ n
  have hc : 0 ≤ w ^ 2 * (w * h) ^ 2 / 8 := by positivity
  have hq : q₀ ≠ 0 := by
    rintro rfl
    simp [energy] at hE
  refine ⟨?_, ?_, ?_⟩
  · have h2 : ((traj w h (q₀, 0) n).1 / q₀) ^ 2 * q₀ ^ 2 = (traj w h (q₀, 0) n).1 ^ 2 := by
      rw [div_pow, div_mul_cancel₀ _ (pow_ne_zero 2 hq)]
    rw [div_eq_iff hE.ne']
    simp only [energy] at e ⊢
    linear_combination e - w ^ 2 * (w * h) ^ 2 / 8 * h2
  · have h3 := mul_nonneg hc (sq_nonneg (traj w h (q₀, 0) n).1)
    simp only [energy] at e ⊢
    linarith
  · have h3 := mul_nonneg hc (sub_nonneg.2 hle)
    simp only at e
    linarith

/-- Absence of drift: for `w, h > 0`, `w h < 2` and a start at rest with positive energy `E₀`,
the deviations of the energy from `E₀ (1 - (w h)²/8)`, summed over any number of steps, stay
within a bound that does not depend on that number. -/
theorem no_drift {w h q₀ : ℝ} (hw : 0 < w) (hh : 0 < h) (hx : w * h < 2)
    (hE : 0 < energy w (q₀, 0)) (N : ℕ) :
    |∑ n ∈ Finset.range N, energy w (traj w h (q₀, 0) n)
        - N * (energy w (q₀, 0) * (1 - (w * h) ^ 2 / 8))|
      ≤ 5 * energy w (q₀, 0) / (2 * (4 - (w * h) ^ 2)) := by
  -- the summed deviation telescopes to a boundary term
  have key : ∀ N : ℕ, 4 * (4 - (w * h) ^ 2) *
      (∑ n ∈ Finset.range N, energy w (traj w h (q₀, 0) n)
        - N * (energy w (q₀, 0) * (1 - (w * h) ^ 2 / 8)))
      = w ^ 2 * h * (traj w h (q₀, 0) N).2 * (h * (traj w h (q₀, 0) N).2
        - (1 - (w * h) ^ 2 / 2) * (traj w h (q₀, 0) N).1) := by
    intro N
    induction N with
    | zero => simp [traj]
    | succ n ih =>
      have st : ∀ s : ℝ × ℝ, 4 * (4 - (w * h) ^ 2) * energy w s
          - 16 * modifiedEnergy w h s * (1 - (w * h) ^ 2 / 8)
          = w ^ 2 * h * (verletStep w h s).2 * (h * (verletStep w h s).2
              - (1 - (w * h) ^ 2 / 2) * (verletStep w h s).1)
            - w ^ 2 * h * s.2 * (h * s.2 - (1 - (w * h) ^ 2 / 2) * s.1) := by
        intro s
        simp only [energy, modifiedEnergy, verletStep]
        ring
      have s0 : 4 * modifiedEnergy w h (q₀, 0) = (4 - (w * h) ^ 2) * energy w (q₀, 0) := by
        simp only [energy, modifiedEnergy]
        ring
      have sh := modifiedEnergy_traj w h (q₀, 0) n
      rw [Finset.sum_range_succ, traj]
      push_cast
      linear_combination ih + st (traj w h (q₀, 0) n)
        + 16 * (1 - (w * h) ^ 2 / 8) * sh + 4 * (1 - (w * h) ^ 2 / 8) * s0
  have k := key N
  have hxp : 0 < w * h := mul_pos hw hh
  have hx2 : (w * h) ^ 2 < 4 := by nlinarith
  have hm : 0 < 2 * (4 - (w * h) ^ 2) := by linarith
  have hen := (energy_from_rest hw hh hx hE N).2.2
  generalize energy w (q₀, 0) = E at *
  simp only [energy] at hen
  generalize (traj w h (q₀, 0) N).1 = Q at *
  generalize (traj w h (q₀, 0) N).2 = P at *
  -- the boundary term is bounded by a multiple of the initial energy
  have a1 : (w * h) ^ 2 * P ^ 2 ≤ 4 * P ^ 2 :=
    mul_le_mul_of_nonneg_right hx2.le (sq_nonneg P)
  have a0 : 0 ≤ (w * h) ^ 2 * P ^ 2 := by positivity
  have a2 : 0 ≤ w ^ 2 * Q ^ 2 := by positivity
  have b1 : |1 - (w * h) ^ 2 / 2| ≤ 1 :=
    abs_le.2 ⟨by linarith, by linarith [sq_nonneg (w * h)]⟩
  have b2 : |w * h| ≤ 2 := abs_le.2 ⟨by linarith, hx.le⟩
  have b3 : |P * (w * Q)| ≤ E :=
    abs_le.2 ⟨by nlinarith [sq_nonneg (P + w * Q)], by nlinarith [sq_nonneg (P - w * Q)]⟩
  have b4 : |(1 - (w * h) ^ 2 / 2) * (w * h) * (P * (w * Q))| ≤ 1 * 2 * E := by
    rw [abs_mul, abs_mul]
    gcongr
  obtain ⟨b5, b6⟩ := abs_le.1 b4
  rw [le_div_iff₀ hm, ← abs_of_pos hm, ← abs_mul]
  exact abs_le.2 ⟨by linarith, by linarith⟩

/-- If `w h > 2`, the first step from rest with positive energy already raises the energy. -/
theorem energy_rises_of_large_step {w h q₀ : ℝ} (hx : 2 < w * h)
    (hE : 0 < energy w (q₀, 0)) :
    energy w (q₀, 0) < energy w (traj w h (q₀, 0) 1) := by
  have t1 : traj w h (q₀, 0) 1 = verletStep w h (q₀, 0) := rfl
  have key : energy w (verletStep w h (q₀, 0)) - energy w (q₀, 0)
      = energy w (q₀, 0) * ((w * h) ^ 4 * ((w * h) ^ 2 - 4) / 16) := by
    simp only [energy, verletStep]
    ring
  have h4 : 0 < (w * h) ^ 2 - 4 := by nlinarith
  have hpos := mul_pos hE
    (div_pos (mul_pos (pow_pos (by linarith : 0 < w * h) 4) h4) (by norm_num : (0 : ℝ) < 16))
  rw [t1]
  linarith

/-- For `(w h)² = 2` and a start at rest, the energy equals half its initial value after one step
and equals its initial value after two. -/
theorem energy_oscillation_sharp {w h : ℝ} (hx : (w * h) ^ 2 = 2) (q₀ : ℝ) :
    energy w (traj w h (q₀, 0) 1) = energy w (q₀, 0) / 2
      ∧ energy w (traj w h (q₀, 0) 2) = energy w (q₀, 0) := by
  have t1 : traj w h (q₀, 0) 1 = verletStep w h (q₀, 0) := rfl
  have t2 : traj w h (q₀, 0) 2 = verletStep w h (verletStep w h (q₀, 0)) := rfl
  rw [t1, t2]
  simp only [energy, verletStep]
  constructor
  · linear_combination
      (w ^ 2 * q₀ ^ 2 / 2) * ((w * h) ^ 4 - 2 * (w * h) ^ 2 - 4) / 16 * hx
  · linear_combination (w ^ 2 * q₀ ^ 2 / 2) * (w * h) ^ 2 * ((w * h) ^ 2 - 2) / 4
      * ((w * h) ^ 4 / 4 - (w * h) ^ 2) * hx

end

end VerletEnergyFluctuation
```

```lean
#print axioms VerletEnergyFluctuation.no_drift
-- 'VerletEnergyFluctuation.no_drift' depends on axioms: [propext, Classical.choice, Quot.sound]
#print axioms VerletEnergyFluctuation.energy_rises_of_large_step
-- 'VerletEnergyFluctuation.energy_rises_of_large_step' depends on axioms: [propext, Classical.choice, Quot.sound]
#print axioms VerletEnergyFluctuation.energy_oscillation_sharp
-- 'VerletEnergyFluctuation.energy_oscillation_sharp' depends on axioms: [propext, Classical.choice, Quot.sound]
```

## What the theorems say about the oscillator

A state is a pair of real numbers, with `s.1` the position and `s.2` the momentum, which equals the velocity at unit mass. `verletStep` is the kick–drift–kick step with force $-w^2q$, and `traj w h s n` is the state after `n` steps, with `n = 0` giving the start. `(q₀, 0)` is the release from rest, and `energy w (q₀, 0)` is $E_0$.

`energy_from_rest` contains the ratio formula and both edges of the band, for every `n`. Its hypothesis `hE` says $E_0>0$, which here means that the mass really was displaced; without it the ratio has no physical meaning. `no_drift` is the bound on the sum, where `Finset.range N` runs over the steps $0,\dots,N-1$. `energy_rises_of_large_step` treats $x>2$, and `energy_oscillation_sharp` treats $x^2=2$.

For general $x<2$ the theorems give the band and the bounded sum; an exact return to $E_0$ is stated only for $x^2=2$. The model is one harmonic degree of freedom without rounding error. Within that model, for a release from rest and $x<2$, $x^2/4$ bounds the relative energy error. Other starts can exceed it: since $(1-x^2/4)E\le\tilde E\le E$, their relative error is bounded by $(x^2/4)/(1-x^2/4)$. For small $x$ the two bounds nearly agree, and $x^2/4$ is a useful first estimate of the relative error in the energy of the stiffest mode in a molecular dynamics run, though anharmonic and coupled motion needs its own test.

## From the conserved quantity to the bounds in Lean

`modifiedEnergy_traj` proves conservation over one step with `ring`, which does the cancellation of cross terms, and extends it to `n` steps by induction. `energy_error` obtains the difference formula from it by `linear_combination`. `position_sq_le` first shows $k>0$ (`hc`), then cancels this factor from $k\,q_n^2\le k\,q_0^2$, using that $p_n^2$ is non-negative.

In `energy_from_rest`, positive energy yields `hq`, that is $q_0\ne0$. The ratio is then cleared of denominators and matched to `energy_error`. The two edges use $q_n^2\ge0$ and $q_n^2\le q_0^2$ respectively.

In `no_drift`, `key` is the telescoped identity with $B_N$ on the right. Its induction step uses the one-step identity `st`, the conservation law `sh` and the value of $\tilde E$ at rest, `s0`. The facts `a1` and `b1` to `b4` are the estimates of the two parts of $B_N$, and the last lines divide by the positive factor $2(4-x^2)$.

The final two theorems unfold the first steps explicitly. For $x>2$, the factor $x^2-4$ is shown to be positive; for $x^2=2$, `linear_combination` substitutes the hypothesis into the polynomials for $E_1$ and $E_2$.
